# Kerker preconditioning raises the condition number of a bounded dielectric response in a sufficiently long cell

## Physical setting

In the model of density mixing used here, the Jacobian of the self-consistency map is taken to be diagonal in plane waves, so that it reduces to one real number per mode, and the modes are a finite set $S$ of real wavevectors $q$. An insulator enters through a single assumption: its dielectric function $\varepsilon(q)$ lies between $1$ and a constant $E$ on every mode, however long the wavelength.

Let $F$ map an input density $n$ to an output density, with fixed point $n^*$. Linear mixing with a real damping $\alpha$ and a preconditioner $G$ updates the density of iteration $k$ by
$$n_{k+1} = n_k + \alpha\, G\,\big(F[n_k] - n_k\big).$$
Near the fixed point, the error $\delta n_k = n_k - n^*$ obeys $\delta n_{k+1} = (1 - \alpha\, G\, \varepsilon)\,\delta n_k$, where $\varepsilon = 1 - F'[n^*]$ is the dielectric operator. If $G$ and $\varepsilon$ are both diagonal in the modes, each Fourier component of the error evolves alone,
$$\delta n_{k+1}(q) = \big(1 - \alpha f(q)\big)\,\delta n_k(q), \qquad f(q) = G(q)\,\varepsilon(q).$$
Plain mixing has $G = 1$. Kerker mixing with a wavevector $q_0 > 0$ has
$$G(q) = \frac{q^2}{q^2 + q_0^2}.$$
A Thomas–Fermi model of a metal, $\varepsilon(q) = 1 + q_0^2/q^2$, is cancelled exactly by this factor, since then $f = 1$. A bounded $\varepsilon$ has no such divergence, and the factor still suppresses the long wavelengths, down to the mode $2\pi/L$ of a cell of length $L$. The result bears on the choice of preconditioner for Kohn–Sham iterations in long insulating supercells, within a linearised model that is diagonal in finitely many modes and uses a fixed damping.

Two numbers describe a response $f$ on $S$, the condition ratio and the worst error factor per step:
$$\kappa(f) = \frac{\max_{q\in S} f(q)}{\min_{q\in S} f(q)}, \qquad C(f,\alpha) = \max_{q\in S}\,\lvert 1 - \alpha f(q)\rvert .$$

## Statement

Let $S$ be a finite nonempty set of nonzero real numbers, let $1 \le \varepsilon(q) \le E$ for all $q \in S$, and let $q_0 > 0$. Suppose that $2\pi/L \in S$ and that some $b \in S$ has $b \ge q_0$. Then `kerker_hurts_insulator` states
$$\kappa(\varepsilon) \le E \qquad\text{and}\qquad \kappa(\varepsilon G) \ge \frac{q_0^2 L^2}{8\pi^2 E}.$$
The first bound does not contain $L$, and the second grows as $L^2$ at fixed $E$ and $q_0$. The two bounds order the two ratios only when the lower one exceeds the upper one. Under the additional condition $8\pi^2E^2 < q_0^2L^2$, `kerker_slower_in_large_cell` states that for every real $\alpha$
$$C\big(\varepsilon, \tfrac{2}{1+E}\big) < C(\varepsilon G, \alpha).$$
A third result, `condRatio_kerker_sharp`, gives a two-mode example in which the intermediate bound of step 4 below holds with equality.

## Derivation

Step 1. For $f > 0$ on $S$ and any $a, b \in S$, one has $f(b) \le \max f$ and $f(a) \ge \min f > 0$, so $f(b)/f(a) \le \kappa(f)$. The minimum is positive because on a finite set it is the value of $f$ at some mode.

Step 2. From $\max \varepsilon \le E$ and $\min \varepsilon \ge 1$ it follows that $\max\varepsilon \le E \le E \min\varepsilon$, which is $\kappa(\varepsilon) \le E$. The second inequality uses $E \ge 0$, which holds because $S$ is nonempty and any mode $c \in S$ gives $1 \le \varepsilon(c) \le E$.

Step 3. For $q \ge q_0 > 0$ one has $q^2 + q_0^2 \le 2q^2$, hence $G(q) \ge 1/2$.

Step 4. Take any $a \in S$ and a mode $b \in S$ with $b \ge q_0$. Then $\varepsilon(b)G(b) \ge 1 \cdot \tfrac12$ and $\varepsilon(a)G(a) \le E\,G(a)$. The product $\varepsilon G$ is positive on nonzero modes, so step 1 applies:
$$\kappa(\varepsilon G) \ge \frac{\varepsilon(b)G(b)}{\varepsilon(a)G(a)} \ge \frac{1/2}{E\,G(a)} = \frac{1 + q_0^2/a^2}{2E}.$$

Step 5. With $a = 2\pi/L$, $q_0^2/a^2 = q_0^2L^2/(4\pi^2)$, and
$$\frac{1 + q_0^2/a^2}{2E} = \frac{q_0^2L^2}{8\pi^2E} + \frac{1}{2E} \ge \frac{q_0^2L^2}{8\pi^2E}.$$

Step 6. Take $S = \{a, q_0\}$ with $a > 0$, $E > 1$ and $2Ea^2 \le a^2 + q_0^2$, and let $\varepsilon(q) = E$ for $q < q_0$ and $1$ otherwise. If $a \ge q_0$ held, then $a^2 + q_0^2 \le 2a^2 < 2Ea^2$, against the assumption, so $a < q_0$. The two values of $\varepsilon G$ are $E\,G(a)$ and $G(q_0) = 1/2$, and the assumption says $E\,G(a) \le 1/2$. The ratio is therefore $(1/2)/(E\,G(a))$, the bound of step 4. The bound of step 5 lies below it by $1/(2E)$.

Step 7. Let $f > 0$, let $a$ and $b$ now be modes where $f$ is smallest and largest, and write $C = C(f,\alpha)$. Then $1 - \alpha f(a) \le C$ and $-C \le 1 - \alpha f(b)$. Multiplying the first by $f(b)$ and the second by $f(a)$ gives
$$f(b) - \alpha f(a) f(b) \le C f(b), \qquad \alpha f(a) f(b) - f(a) \le C f(a).$$
In the sum $\alpha$ cancels, leaving $f(b) - f(a) \le C\,(f(b) + f(a))$. With $\kappa = \kappa(f) = f(b)/f(a)$ this reads $C \ge (\kappa - 1)/(\kappa + 1)$ for every $\alpha$.

Step 8. For plain mixing with $\alpha = 2/(1+E)$,
$$1 - \frac{2\varepsilon(q)}{1+E} = \frac{E + 1 - 2\varepsilon(q)}{E+1},$$
and $1 \le \varepsilon(q) \le E$ places the numerator between $1 - E$ and $E - 1$. Hence $C(\varepsilon, \tfrac{2}{1+E}) \le (E-1)/(E+1)$.

Step 9. If $8\pi^2E^2 < q_0^2L^2$, step 5 gives $\kappa = \kappa(\varepsilon G) > E$. The inequality $(E-1)(\kappa+1) < (\kappa-1)(E+1)$ expands to $2E < 2\kappa$, so
$$C\big(\varepsilon, \tfrac{2}{1+E}\big) \le \frac{E-1}{E+1} < \frac{\kappa-1}{\kappa+1} \le C(\varepsilon G, \alpha).$$

## What the formal version assumes

The modes are `S : Finset ℝ` with `hS : S.Nonempty`. A mode is a real number, read as a wavevector along the long axis of the cell or as a magnitude $\lvert\mathbf q\rvert$. Negative values are allowed, and nothing requires $S$ to be a set of multiples of $2\pi/L$ or requires $2\pi/L$ to be its smallest element. The function `eps : ℝ → ℝ` is arbitrary, and only its values on $S$ matter. `kerker q0 q` is $G(q)$, `condRatio S hS f` is $\kappa(f)$ as `S.sup' hS f / S.inf' hS f`, and `contraction S hS f α` is $C(f,\alpha)$. The quantities $q$, $q_0$ and $1/L$ share one unit of inverse length, and everything else is dimensionless.

The hypothesis `h` is the bound $1 \le \varepsilon \le E$. It is assumed, not derived from a band gap. The lower bound fits a response without the exchange-correlation kernel; with a negative local kernel included, $1 - F'[n^*]$ can fall below $1$ at short wavelengths. Reading the result as growth with $L$ presupposes that one $E$ serves all cell lengths. The hypotheses `hL`, `hb` and `hbq` put $2\pi/L$ and a mode $b \ge q_0$ in $S$; the latter says that the plane-wave cutoff reaches $q_0$. They may name the same mode: for $S = \{2\pi/L\}$ with $2\pi/L \ge q_0$ both ratios are $1$ and the lower bound is at most $1/(2E)$. The hypothesis `hne` removes $q = 0$, the total charge, which mixing holds fixed. It matters formally because Lean sets $x/0 = 0$: a zero mode would make `condRatio` of $\varepsilon G$ vanish, and $L = 0$ would give $2\pi/L = 0$, which `hne` and `hL` together exclude. Beyond that $L$ is any real number, and only $L^2$ appears in the bound.

The update rule and its linearisation are not formalised. The file starts from the numbers $f(q)$, and `contraction` is a definition whose meaning as an error factor comes from the diagonal model. The comparison concerns the worst mode in one step at fixed damping; an initial error with no weight on that mode, and schemes that use the history of residuals, such as Pulay or Anderson mixing, are not covered. The plain damping $2/(1+E)$ needs the value of $E$, while the Kerker damping ranges over all reals. For $q_0^2L^2 \le 8\pi^2E^2$ no comparison is made.

The response could instead have been modelled as a matrix in the plane-wave basis, which admits the coupling between modes of an inhomogeneous insulator. One would assume a Hermitian symmetrised dielectric matrix with spectrum in $[1,E]$, define $\kappa$ by the extreme eigenvalues, and replace $C$ by a spectral radius. The eigenvalues of $G\varepsilon$ would no longer be products $G(q)\varepsilon(q)$, and step 4 would use Rayleigh quotients of $G^{1/2}\varepsilon\,G^{1/2}$ on the plane waves $a$ and $b$, where the diagonal elements of $\varepsilon$ lie in $[1,E]$ and the same bound would be expected. That matrix version is a sketch, and the Lean code below treats only the diagonal case.

## The file

```lean
import Mathlib

open Real

namespace KerkerInsulator

noncomputable section

/-- The Kerker factor `q² / (q² + q0²)` at wavevector `q`. -/
def kerker (q0 q : ℝ) : ℝ := q ^ 2 / (q ^ 2 + q0 ^ 2)

/-- Ratio of the largest to the smallest value of a response `f` on the mode set `S`. -/
def condRatio (S : Finset ℝ) (hS : S.Nonempty) (f : ℝ → ℝ) : ℝ :=
  S.sup' hS f / S.inf' hS f

/-- Largest error factor `|1 - α f(q)|` over the modes of `S` for one mixing step with
damping `α`. -/
def contraction (S : Finset ℝ) (hS : S.Nonempty) (f : ℝ → ℝ) (α : ℝ) : ℝ :=
  S.sup' hS fun q => |1 - α * f q|

/-- For a positive response, the ratio of its values at any two modes is at most the
max-to-min ratio. -/
theorem div_le_condRatio (S : Finset ℝ) (hS : S.Nonempty) (f : ℝ → ℝ)
    (hpos : ∀ q ∈ S, 0 < f q) {a b : ℝ} (ha : a ∈ S) (hb : b ∈ S) :
    f b / f a ≤ condRatio S hS f := by
  obtain ⟨c, hc, hc'⟩ := Finset.exists_mem_eq_inf' hS f
  have hi : 0 < S.inf' hS f := by rw [hc']; exact hpos c hc
  have h1 : f b ≤ S.sup' hS f := Finset.le_sup' f hb
  have h2 : S.inf' hS f ≤ f a := Finset.inf'_le f ha
  exact div_le_div₀ ((hpos b hb).le.trans h1) h1 hi h2

/-- If `1 ≤ eps ≤ E` on all modes, the max-to-min ratio of `eps` is at most `E`. -/
theorem condRatio_bare_le (S : Finset ℝ) (hS : S.Nonempty) (eps : ℝ → ℝ) (E : ℝ)
    (h : ∀ q ∈ S, 1 ≤ eps q ∧ eps q ≤ E) : condRatio S hS eps ≤ E := by
  have h1 : S.sup' hS eps ≤ E := Finset.sup'_le hS eps fun q hq => (h q hq).2
  have h2 : 1 ≤ S.inf' hS eps := Finset.le_inf' hS eps fun q hq => (h q hq).1
  obtain ⟨c, hc⟩ := hS
  have hE : 1 ≤ E := (h c hc).1.trans (h c hc).2
  unfold condRatio
  rw [div_le_iff₀ (by linarith)]
  nlinarith

/-- The Kerker factor is at least `1/2` for wavevectors `q ≥ q0 > 0`. -/
theorem half_le_kerker {q0 q : ℝ} (h0 : 0 < q0) (hq : q0 ≤ q) : 1 / 2 ≤ kerker q0 q := by
  unfold kerker
  rw [le_div_iff₀ (by positivity)]
  nlinarith [mul_self_le_mul_self h0.le hq]

/-- If `1 ≤ eps ≤ E` on nonzero modes that include `a` and some `b ≥ q0 > 0`, the
max-to-min ratio of the Kerker-preconditioned `eps` is at least `(1 + q0²/a²) / (2E)`. -/
theorem condRatio_kerker_ge (S : Finset ℝ) (hS : S.Nonempty) (eps : ℝ → ℝ) (E q0 : ℝ)
    (h : ∀ q ∈ S, 1 ≤ eps q ∧ eps q ≤ E) (hne : ∀ q ∈ S, q ≠ 0) (h0 : 0 < q0)
    {a b : ℝ} (ha : a ∈ S) (hb : b ∈ S) (hbq : q0 ≤ b) :
    (1 + q0 ^ 2 / a ^ 2) / (2 * E) ≤ condRatio S hS fun q => eps q * kerker q0 q := by
  have hG : ∀ q ∈ S, 0 < kerker q0 q := fun q hq => by
    have := hne q hq
    unfold kerker
    positivity
  have hpos : ∀ q ∈ S, 0 < eps q * kerker q0 q := fun q hq =>
    mul_pos (by linarith [(h q hq).1]) (hG q hq)
  have hE : 0 < E := by linarith [(h a ha).1, (h a ha).2]
  have ha0 := hne a ha
  -- the short-wavelength mode keeps at least half of its weight
  have h1 : 1 / 2 ≤ eps b * kerker q0 b := by
    nlinarith [half_le_kerker h0 hbq, (h b hb).1]
  -- the preconditioned response at `a` is at most `E` times its Kerker factor
  have h2 : eps a * kerker q0 a ≤ E * kerker q0 a :=
    mul_le_mul_of_nonneg_right (h a ha).2 (hG a ha).le
  calc (1 + q0 ^ 2 / a ^ 2) / (2 * E) = (1 / 2) / (E * kerker q0 a) := by
        unfold kerker
        field_simp
    _ ≤ (eps b * kerker q0 b) / (eps a * kerker q0 a) :=
        div_le_div₀ (hpos b hb).le h1 (hpos a ha) h2
    _ ≤ _ := div_le_condRatio S hS (fun q => eps q * kerker q0 q) hpos ha hb

/-- If `1 ≤ eps ≤ E` on nonzero modes that include `2π/L` and some `b ≥ q0 > 0`, the
max-to-min ratio of `eps` is at most `E`, while that of the Kerker-preconditioned `eps` is
at least `q0² L² / (8 π² E)`. -/
theorem kerker_hurts_insulator (S : Finset ℝ) (hS : S.Nonempty) (eps : ℝ → ℝ) (E q0 L : ℝ)
    (h : ∀ q ∈ S, 1 ≤ eps q ∧ eps q ≤ E) (hne : ∀ q ∈ S, q ≠ 0) (h0 : 0 < q0)
    (hL : 2 * π / L ∈ S) {b : ℝ} (hb : b ∈ S) (hbq : q0 ≤ b) :
    condRatio S hS eps ≤ E ∧
      q0 ^ 2 * L ^ 2 / (8 * π ^ 2 * E) ≤ condRatio S hS fun q => eps q * kerker q0 q := by
  refine ⟨condRatio_bare_le S hS eps E h, ?_⟩
  refine le_trans ?_ (condRatio_kerker_ge S hS eps E q0 h hne h0 hL hb hbq)
  have hE : 0 < E := by linarith [(h b hb).1, (h b hb).2]
  have hL0 : L ≠ 0 := by
    rintro rfl
    exact hne _ hL (by simp)
  have hpi := Real.pi_pos
  have e : (1 + q0 ^ 2 / (2 * π / L) ^ 2) / (2 * E)
      = q0 ^ 2 * L ^ 2 / (8 * π ^ 2 * E) + 1 / (2 * E) := by
    field_simp
    ring
  have hp : 0 < 1 / (2 * E) := by positivity
  rw [e]
  linarith

/-- For `0 < a`, `0 < q0` and `1 < E`, on the two modes `a` and `q0`, with `eps = E` below `q0` and `eps = 1` otherwise and
`2 E a² ≤ a² + q0²`, the Kerker-preconditioned ratio equals `(1 + q0²/a²) / (2E)`. -/
theorem condRatio_kerker_sharp {a q0 E : ℝ} (ha : 0 < a) (h0 : 0 < q0) (hE : 1 < E)
    (hsmall : 2 * E * a ^ 2 ≤ a ^ 2 + q0 ^ 2) :
    condRatio {a, q0} (Finset.insert_nonempty a {q0})
        (fun q => (if q < q0 then E else 1) * kerker q0 q)
      = (1 + q0 ^ 2 / a ^ 2) / (2 * E) := by
  have hlt : a < q0 := by
    by_contra hc
    nlinarith [mul_pos (sub_pos.2 hE) (mul_pos ha ha),
      mul_self_le_mul_self h0.le (not_lt.1 hc)]
  have hE0 : 0 < E := by linarith
  have hk : kerker q0 q0 = 1 / 2 := by
    unfold kerker
    field_simp
    norm_num
  have hle : E * kerker q0 a ≤ 1 / 2 := by
    unfold kerker
    rw [← mul_div_assoc, div_le_iff₀ (by positivity)]
    linarith
  unfold condRatio
  rw [Finset.sup'_insert (Finset.singleton_nonempty q0),
    Finset.inf'_insert (Finset.singleton_nonempty q0), Finset.sup'_singleton,
    Finset.inf'_singleton]
  simp only [if_pos hlt, if_neg (lt_irrefl q0), hk, one_mul]
  rw [sup_eq_right.2 hle, inf_eq_left.2 hle]
  unfold kerker
  field_simp

/-- For a positive response with max-to-min ratio `κ`, the worst error factor of mixing is
at least `(κ - 1)/(κ + 1)` for every damping `α`. -/
theorem contraction_ge (S : Finset ℝ) (hS : S.Nonempty) (f : ℝ → ℝ)
    (hpos : ∀ q ∈ S, 0 < f q) (α : ℝ) :
    (condRatio S hS f - 1) / (condRatio S hS f + 1) ≤ contraction S hS f α := by
  obtain ⟨a, ha, ha'⟩ := Finset.exists_mem_eq_inf' hS f
  obtain ⟨b, hb, hb'⟩ := Finset.exists_mem_eq_sup' hS f
  have pa := hpos a ha
  have pb := hpos b hb
  have h1 : |1 - α * f a| ≤ contraction S hS f α :=
    Finset.le_sup' (fun q => |1 - α * f q|) ha
  have h2 : |1 - α * f b| ≤ contraction S hS f α :=
    Finset.le_sup' (fun q => |1 - α * f q|) hb
  have e : (condRatio S hS f - 1) / (condRatio S hS f + 1) = (f b - f a) / (f b + f a) := by
    unfold condRatio
    rw [ha', hb']
    field_simp
  -- weight the two extreme modes so that `α` cancels
  rw [e, div_le_iff₀ (by positivity)]
  nlinarith [mul_le_mul_of_nonneg_left (abs_le.1 h1).2 pb.le,
    mul_le_mul_of_nonneg_left (abs_le.1 h2).1 pa.le]

/-- If `1 ≤ eps ≤ E` on all modes, plain mixing with damping `2/(1 + E)` has worst error
factor at most `(E - 1)/(E + 1)`. -/
theorem contraction_bare_le (S : Finset ℝ) (hS : S.Nonempty) (eps : ℝ → ℝ) (E : ℝ)
    (h : ∀ q ∈ S, 1 ≤ eps q ∧ eps q ≤ E) :
    contraction S hS eps (2 / (1 + E)) ≤ (E - 1) / (E + 1) := by
  refine Finset.sup'_le hS _ fun q hq => ?_
  obtain ⟨h1, h2⟩ := h q hq
  have hE : 0 < E + 1 := by linarith
  have hE' : 0 < 1 + E := by linarith
  have e : 1 - 2 / (1 + E) * eps q = (E + 1 - 2 * eps q) / (E + 1) := by
    rw [add_comm 1 E]
    field_simp
  rw [e, abs_div, abs_of_pos hE]
  have : |E + 1 - 2 * eps q| ≤ E - 1 := abs_le.2 ⟨by linarith, by linarith⟩
  gcongr

/-- Under the conditions of `kerker_hurts_insulator` and for `8 π² E² < q0² L²`, Kerker
mixing with any damping `α` has a strictly larger worst error factor than plain mixing with
damping `2/(1 + E)`. -/
theorem kerker_slower_in_large_cell (S : Finset ℝ) (hS : S.Nonempty) (eps : ℝ → ℝ)
    (E q0 L : ℝ) (h : ∀ q ∈ S, 1 ≤ eps q ∧ eps q ≤ E) (hne : ∀ q ∈ S, q ≠ 0) (h0 : 0 < q0)
    (hL : 2 * π / L ∈ S) {b : ℝ} (hb : b ∈ S) (hbq : q0 ≤ b)
    (hbig : 8 * π ^ 2 * E ^ 2 < q0 ^ 2 * L ^ 2) (α : ℝ) :
    contraction S hS eps (2 / (1 + E))
      < contraction S hS (fun q => eps q * kerker q0 q) α := by
  have hE : 0 < E := by linarith [(h b hb).1, (h b hb).2]
  have hpi := Real.pi_pos
  have hpos : ∀ q ∈ S, 0 < eps q * kerker q0 q := fun q hq => by
    have h1 := hne q hq
    have h2 : 0 < eps q := by linarith [(h q hq).1]
    unfold kerker
    positivity
  -- the preconditioned ratio exceeds `E`
  have hκ : E < condRatio S hS fun q => eps q * kerker q0 q := by
    refine lt_of_lt_of_le ?_ (kerker_hurts_insulator S hS eps E q0 L h hne h0 hL hb hbq).2
    rw [lt_div_iff₀ (by positivity)]
    nlinarith
  refine lt_of_le_of_lt (contraction_bare_le S hS eps E h)
    (lt_of_lt_of_le ?_ (contraction_ge S hS _ hpos α))
  rw [div_lt_div_iff₀ (by linarith) (by linarith)]
  nlinarith

end

end KerkerInsulator
```

```lean
#print axioms KerkerInsulator.condRatio_kerker_sharp
#print axioms KerkerInsulator.kerker_slower_in_large_cell
```

```
'KerkerInsulator.condRatio_kerker_sharp' depends on axioms: [propext, Classical.choice, Quot.sound]
'KerkerInsulator.kerker_slower_in_large_cell' depends on axioms: [propext, Classical.choice, Quot.sound]
```

## Notes on the proof

`div_le_condRatio` is step 1. `Finset.exists_mem_eq_inf'` supplies a mode `c` at which the minimum is attained, which gives `hi`, the positivity of the minimum. `Finset.le_sup'` and `Finset.inf'_le` are $f(b) \le \max f$ and $\min f \le f(a)$, and `div_le_div₀` combines them.

`condRatio_bare_le` is step 2. `h1` and `h2` bound the maximum and the minimum, `hE` takes $E \ge 1$ from a member of $S$, and after `div_le_iff₀` clears the denominator `nlinarith` closes $\max\varepsilon \le E\min\varepsilon$. In `half_le_kerker`, step 3, the hint `mul_self_le_mul_self h0.le hq` is $q_0^2 \le q^2$.

`condRatio_kerker_ge` is step 4. `hG` and `hpos` give positivity of $G$ and $\varepsilon G$ from `hne`, `h1` and `h2` are the bounds at $b$ and at $a$, and the `calc` block is the displayed chain read from right to left. `kerker_hurts_insulator` pairs step 2 with this lemma at `hL`. Its identity `e` is the splitting in step 5, and `hp` is the positive term $1/(2E)$ that is discarded.

`condRatio_kerker_sharp` follows step 6: `hlt` is $a < q_0$ by contradiction, `hk` is $G(q_0) = 1/2$, and `hle` is $E\,G(a) \le 1/2$. Once the maximum and minimum over the two-element set are written as those of two numbers, `sup_eq_right.2 hle` and `inf_eq_left.2 hle` select $1/2$ and $E\,G(a)$.

`contraction_ge` is step 7, with `a` the minimising and `b` the maximising mode. The identity `e` turns $(\kappa-1)/(\kappa+1)$ into $(f(b)-f(a))/(f(b)+f(a))$. The two hints to `nlinarith` are the upper half of `h1` multiplied by `f b` and the lower half of `h2` multiplied by `f a`, whose sum is free of $\alpha$.

`contraction_bare_le` is step 8, mode by mode through `Finset.sup'_le`, with `e` the displayed identity and `abs_le.2` the two-sided bound on the numerator. `kerker_slower_in_large_cell` is step 9. `hκ` derives $E < \kappa(\varepsilon G)$ from `hbig` and the second half of the main theorem, the outer inequalities are `contraction_bare_le` and `contraction_ge`, and `div_lt_div_iff₀` reduces the strict middle inequality to its cross-multiplied form.
